# For A > 0, −A cos x + B sin²x has a strict local minimum at x = π exactly when 2B > A

When I ask whether a pendulum with a rapidly shaken pivot can stand upside down, I first have to choose what "stand" means. I take it to mean that the averaged potential $W(x)=-A\cos x+B\sin^2x$ has a strict local minimum at $x=\pi$. Here $x$ is the slow angle from the hanging position, $A>0$ measures gravity and $B$ the shaking, which is vertical. The curvature there is $W''(\pi)=2B-A$, which says nothing when $2B=A$. Could higher-order terms still hold the pendulum up in that case?

## At 2B = A the inverted position is a maximum

No. With a strict minimum defined by comparing values, $W(\pi)<W(x)$ for every $x\ne\pi$ near $\pi$, the marginal case can be settled without curvature. Since $W(\pi)=A$ and $\sin^2x=(1-\cos x)(1+\cos x)$,

$$W(x)-W(\pi)=-A(1+\cos x)+B\sin^2x=(1+\cos x)\,\bigl(B(1-\cos x)-A\bigr).$$

Near $\pi$, but away from it, the first factor is positive, so the second decides the sign.

- If $2B>A$, the second factor equals $2B-A>0$ at $\pi$ and stays positive nearby by continuity. The minimum is strict.
- If $2B\le A$, take any $x$ with $\cos x>-1$, so that $1-\cos x<2$. For $B>0$ this gives $B(1-\cos x)<2B\le A$; for $B\le0$ it gives $B(1-\cos x)\le0<A$. The second factor is negative, and $\pi$ is not a local minimum, even a non-strict one.

At $2B=A$ the difference is $-\tfrac A2(1+\cos x)^2$, which is about $-\tfrac A8(x-\pi)^4$ near $\pi$. In this averaged potential, the higher-order terms push the pendulum away.

## From the shaken pivot to 2gl < (aω)²

Let the pendulum be a point mass $m$ on a light rigid rod of length $l$, in gravity $g$, with pivot height $a\cos\omega t$. At frozen $x$, keep only the rapid forcing from the pivot's acceleration. The small fast angle $\xi$ then obeys

$$l\ddot\xi=a\omega^2\cos(\omega t)\sin x,$$

with the oscillating solution $\xi=-\frac al\sin x\cos\omega t$ and velocity $\dot\xi=\frac{a\omega}{l}\sin x\sin\omega t$. Because $\sin^2\omega t$ averages to $\tfrac12$ over a period, the mean kinetic energy of this jitter, measured relative to the moving pivot, is

$$\Bigl\langle\tfrac12ml^2\dot\xi^2\Bigr\rangle=\frac{ma^2\omega^2}{4}\sin^2x.$$

Adding the gravitational energy $-mgl\cos x$ gives $W$ with $A=mgl$ and $B=ma^2\omega^2/4$. The condition $A<2B$ becomes $2gl<(a\omega)^2$.

High-frequency Floquet theory uses a similar averaged potential for driven quantum particles; the model here is classical and has one angle.

## What the Lean statements say

`averagedPotential A B` is $W$. In `StrictLocalMinAt`, the filter `𝓝[≠] p` restricts the comparison to points near `p` other than `p` itself. The main theorem, `inverted_strictLocalMin_iff`, assumes only $A>0$, meaning that gravity favours hanging; $B$ is any real number. `inverted_isLocalMin_iff` gives the same criterion for Mathlib's non-strict `IsLocalMin`.

In `shaken_pendulum_criterion`, $m$, $g$ and $l$ are positive, and `ω * T = 2 * π` makes $T$ one drive period. The definition `slowEnergy` adds the averaged jitter energy to gravity. That the real slow angle moves in this energy as in a potential is the averaging approximation, for small $a/l$ and fast driving, and is assumed.

```lean
import Mathlib

open Real Topology

namespace ShakenPendulum

noncomputable section

/-- The averaged potential `W(x) = -A cos x + B sin² x`, with `x` measured from the hanging
position. -/
def averagedPotential (A B x : ℝ) : ℝ := -A * cos x + B * sin x ^ 2

/-- `f` has a strict local minimum at `p`: every other point near `p` has a larger value. -/
def StrictLocalMinAt (f : ℝ → ℝ) (p : ℝ) : Prop := ∀ᶠ x in 𝓝[≠] p, f p < f x

/-- The fast angular jitter of a pendulum of length `l ≠ 0` at frozen slow angle `x`, when the
pivot height is `a cos ωt`. -/
def jitter (a l ω x t : ℝ) : ℝ := -(a / l) * sin x * cos (ω * t)

/-- The angular velocity of the jitter, for length `l ≠ 0`. -/
def jitterVelocity (a l ω x t : ℝ) : ℝ := a / l * ω * sin x * sin (ω * t)

/-- The gravitational energy at slow angle `x` plus the kinetic energy of the jitter averaged
over a time `T ≠ 0`, for a pendulum of length `l ≠ 0`. -/
def slowEnergy (m g l a ω T x : ℝ) : ℝ :=
  -(m * g * l) * cos x +
    1 / T * ∫ t in (0 : ℝ)..T, m * l ^ 2 / 2 * jitterVelocity a l ω x t ^ 2

/-- The energy relative to the inverted position factorises. -/
theorem averagedPotential_sub_inverted (A B x : ℝ) :
    averagedPotential A B x - averagedPotential A B π =
      (1 + cos x) * (B * (1 - cos x) - A) := by
  unfold averagedPotential
  rw [Real.cos_pi, Real.sin_pi]
  linear_combination B * Real.sin_sq_add_cos_sq x

/-- Near the inverted position, but away from it, `1 + cos x` is positive. -/
theorem one_add_cos_pos_near_inverted : ∀ᶠ x in 𝓝[≠] π, 0 < 1 + cos x := by
  have h : ∀ᶠ x in 𝓝 π, x ∈ Set.Ioo 0 (2 * π) :=
    Ioo_mem_nhds Real.pi_pos (by linarith [Real.pi_pos])
  filter_upwards [h.filter_mono nhdsWithin_le_nhds, self_mem_nhdsWithin] with x hx hne
  have hne' : x ≠ π := hne
  have h1 : cos x ≠ -1 := by
    intro hc
    have h2 : cos (x - π) = 1 := by
      rw [Real.cos_sub_pi, hc]
      norm_num
    have h3 := (Real.cos_eq_one_iff_of_lt_of_lt (by linarith [hx.1, Real.pi_pos])
      (by linarith [hx.2, Real.pi_pos])).1 h2
    exact hne' (by linarith)
  have h4 := lt_of_le_of_ne (Real.neg_one_le_cos x) (Ne.symm h1)
  linarith

/-- If `A > 0` and `2B ≤ A`, the inverted position lies higher in energy than every position
with `cos x > -1`. -/
theorem inverted_highest {A B x : ℝ} (hA : 0 < A) (hB : 2 * B ≤ A) (hx : 0 < 1 + cos x) :
    averagedPotential A B x < averagedPotential A B π := by
  have h1 : 0 ≤ 1 - cos x := by linarith [Real.cos_le_one x]
  have h2 : B * (1 - cos x) - A < 0 := by
    rcases le_or_gt B 0 with h | h
    · nlinarith [mul_nonneg (neg_nonneg.2 h) h1]
    · nlinarith [mul_pos h hx]
  have h3 := mul_neg_of_pos_of_neg hx h2
  linarith [averagedPotential_sub_inverted A B x]

/-- For `A > 0`, the averaged potential has a strict local minimum at the inverted position
if and only if `2B > A`. -/
theorem inverted_strictLocalMin_iff {A B : ℝ} (hA : 0 < A) :
    StrictLocalMinAt (averagedPotential A B) π ↔ A < 2 * B := by
  constructor
  · intro h
    by_contra hB
    obtain ⟨x, hx, hc⟩ := (Filter.Eventually.and h one_add_cos_pos_near_inverted).exists
    exact lt_asymm hx (inverted_highest hA (not_lt.1 hB) hc)
  · intro hB
    -- the second factor stays positive near the inverted position
    have hcont : Continuous fun x : ℝ => B * (1 - cos x) := by fun_prop
    have h0 : A < B * (1 - cos π) := by
      rw [Real.cos_pi]
      linarith
    have hev : ∀ᶠ x in 𝓝 π, A < B * (1 - cos x) :=
      (isOpen_lt continuous_const hcont).mem_nhds h0
    unfold StrictLocalMinAt
    filter_upwards [hev.filter_mono nhdsWithin_le_nhds, one_add_cos_pos_near_inverted]
      with x hx hc
    have h3 := mul_pos hc (sub_pos.2 hx)
    linarith [averagedPotential_sub_inverted A B x]

/-- For `A > 0`, the same criterion `2B > A` decides whether the inverted position is a local
minimum in the non-strict sense. -/
theorem inverted_isLocalMin_iff {A B : ℝ} (hA : 0 < A) :
    IsLocalMin (averagedPotential A B) π ↔ A < 2 * B := by
  constructor
  · intro h
    by_contra hB
    have h' : ∀ᶠ x in 𝓝 π, averagedPotential A B π ≤ averagedPotential A B x := h
    obtain ⟨x, hx, hc⟩ :=
      ((h'.filter_mono nhdsWithin_le_nhds).and one_add_cos_pos_near_inverted).exists
    exact not_lt_of_ge hx (inverted_highest hA (not_lt.1 hB) hc)
  · intro hB
    have h := eventually_nhdsWithin_iff.1 ((inverted_strictLocalMin_iff hA).2 hB)
    change ∀ᶠ x in 𝓝 π, averagedPotential A B π ≤ averagedPotential A B x
    filter_upwards [h] with x hx
    by_cases hxp : x = π
    · rw [hxp]
    · exact (hx hxp).le

/-- In the marginal case `2B = A`, the energy relative to the inverted position is
`-(A/2)(1 + cos x)²`. -/
theorem marginal_potential (A x : ℝ) :
    averagedPotential A (A / 2) x - averagedPotential A (A / 2) π =
      -(A / 2) * (1 + cos x) ^ 2 := by
  rw [averagedPotential_sub_inverted]
  ring

/-- At frozen slow angle `x`, the jitter has the stated velocity, and its acceleration is
`(a ω² cos ωt / l) sin x`, for length `l ≠ 0`. -/
theorem jitter_motion (a ω x t : ℝ) {l : ℝ} (hl : l ≠ 0) :
    HasDerivAt (jitter a l ω x) (jitterVelocity a l ω x t) t ∧
      ∃ α, HasDerivAt (jitterVelocity a l ω x) α t ∧
        l * α = a * ω ^ 2 * cos (ω * t) * sin x := by
  have h : HasDerivAt (fun s : ℝ => ω * s) ω t := by
    simpa using (hasDerivAt_id' t).const_mul ω
  refine ⟨(h.cos.const_mul (-(a / l) * sin x)).congr_deriv ?_,
    _, h.sin.const_mul (a / l * ω * sin x), ?_⟩
  · unfold jitterVelocity
    ring
  · have e : l * (a / l) = a := mul_div_cancel₀ a hl
    linear_combination (ω ^ 2 * cos (ω * t) * sin x) * e

/-- Over one drive period, `ωT = 2π`, the jitter of a pendulum of length `l ≠ 0` has mean
kinetic energy `(m a² ω² / 4) sin² x`. -/
theorem mean_jitter_energy (m a x : ℝ) {l ω T : ℝ} (hl : l ≠ 0) (hT : ω * T = 2 * π) :
    1 / T * ∫ t in (0 : ℝ)..T, m * l ^ 2 / 2 * jitterVelocity a l ω x t ^ 2 =
      m * a ^ 2 * ω ^ 2 / 4 * sin x ^ 2 := by
  have hω : ω ≠ 0 := by
    intro h0
    rw [h0, zero_mul] at hT
    linarith [Real.pi_pos]
  have hT0 : T ≠ 0 := by
    intro h0
    rw [h0, mul_zero] at hT
    linarith [Real.pi_pos]
  -- an antiderivative of sin² ωt
  have hG : ∀ t : ℝ, HasDerivAt (fun s : ℝ => (s - sin (ω * s) * cos (ω * s) / ω) / 2)
      (sin (ω * t) ^ 2) t := by
    intro t
    have h : HasDerivAt (fun s : ℝ => ω * s) ω t := by
      simpa using (hasDerivAt_id' t).const_mul ω
    have e : (cos (ω * t) * ω * cos (ω * t) + sin (ω * t) * (-sin (ω * t) * ω)) / ω =
        1 - 2 * sin (ω * t) ^ 2 := by
      rw [div_eq_iff hω]
      linear_combination ω * Real.sin_sq_add_cos_sq (ω * t)
    refine (((hasDerivAt_id' t).fun_sub
      ((h.sin.fun_mul h.cos).div_const ω)).div_const 2).congr_deriv ?_
    rw [e]
    ring
  have hI : ∫ t in (0 : ℝ)..T, sin (ω * t) ^ 2 = T / 2 := by
    rw [intervalIntegral.integral_eq_sub_of_hasDerivAt (fun t _ => hG t)
      (Continuous.intervalIntegrable (by fun_prop) 0 T)]
    simp [hT]
  have hK : ∀ t : ℝ, m * l ^ 2 / 2 * jitterVelocity a l ω x t ^ 2 =
      m * a ^ 2 * ω ^ 2 / 2 * sin x ^ 2 * sin (ω * t) ^ 2 := by
    intro t
    have e : l ^ 2 * (a / l) ^ 2 = a ^ 2 := by
      rw [← mul_pow, mul_div_cancel₀ a hl]
    unfold jitterVelocity
    linear_combination (m / 2 * ω ^ 2 * sin x ^ 2 * sin (ω * t) ^ 2) * e
  simp only [hK, intervalIntegral.integral_const_mul, hI]
  have e : 1 / T * T = 1 := one_div_mul_cancel hT0
  linear_combination (m * a ^ 2 * ω ^ 2 / 4 * sin x ^ 2) * e

/-- For positive mass, gravity and length, and averaging over one drive period `ωT = 2π`, the
slow energy has a strict local minimum at the inverted position iff `(aω)² > 2gl`. -/
theorem shaken_pendulum_criterion {m g l a ω T : ℝ} (hm : 0 < m) (hg : 0 < g) (hl : 0 < l)
    (hT : ω * T = 2 * π) :
    StrictLocalMinAt (slowEnergy m g l a ω T) π ↔ 2 * g * l < (a * ω) ^ 2 := by
  have hW : slowEnergy m g l a ω T =
      averagedPotential (m * g * l) (m * a ^ 2 * ω ^ 2 / 4) := by
    funext x
    unfold slowEnergy averagedPotential
    rw [mean_jitter_energy m a x hl.ne' hT]
  rw [hW, inverted_strictLocalMin_iff (by positivity)]
  constructor
  · intro h
    have h' : m * (2 * g * l) < m * (a * ω) ^ 2 := by nlinarith
    exact lt_of_mul_lt_mul_left h' hm.le
  · intro h
    have h' := mul_pos hm (sub_pos.2 h)
    nlinarith

end

end ShakenPendulum
```

```lean
#print axioms ShakenPendulum.inverted_strictLocalMin_iff
#print axioms ShakenPendulum.marginal_potential
#print axioms ShakenPendulum.jitter_motion
#print axioms ShakenPendulum.shaken_pendulum_criterion
```

```
'ShakenPendulum.inverted_strictLocalMin_iff' depends on axioms: [propext, Classical.choice, Quot.sound]
'ShakenPendulum.marginal_potential' depends on axioms: [propext, Classical.choice, Quot.sound]
'ShakenPendulum.jitter_motion' depends on axioms: [propext, Classical.choice, Quot.sound]
'ShakenPendulum.shaken_pendulum_criterion' depends on axioms: [propext, Classical.choice, Quot.sound]
```

## How the factors give both directions

`averagedPotential_sub_inverted` is the factorisation, obtained from $\sin^2x+\cos^2x=1$ by `linear_combination`. For the first factor, `one_add_cos_pos_near_inverted` works on $(0,2\pi)$: if $\cos x=-1$, then $\cos(x-\pi)=1$, which forces $x=\pi$. `inverted_highest` splits on the sign of $B$, as above.

If there were a minimum with $2B\le A$, some nearby $x\ne\pi$ would satisfy both $W(\pi)<W(x)$ and $1+\cos x>0$, contradicting `inverted_highest`. Conversely, continuity keeps the second factor positive, and the product of the two factors is positive. The non-strict version repeats the contradiction with $\le$ and takes its other direction from the strict result. `marginal_potential` substitutes $B=A/2$.

For the pendulum, `jitter_motion` differentiates $\xi$ twice and checks its equation of motion. `mean_jitter_energy` integrates $\sin^2\omega t$ using the antiderivative $\frac12\bigl(t-\frac{\sin\omega t\cos\omega t}{\omega}\bigr)$, whose change over one period is $T/2$. The last theorem identifies `slowEnergy` with $W$, applies the main criterion and cancels the positive mass.
